# An invertible recombination of the basis functions leaves the Pulay term unchanged when the residual is orthogonal to them

**Q:** Suppose two programs describe the same one-electron state, one in raw atomic orbitals, the other in orthonormalised combinations of them. Both sets move with the nuclei. If their Pulay terms differ, so may their forces. What prevents that?

**A:** Orthogonality of the residual to the basis. Let $t$ be a nuclear coordinate, $\varphi_i(t)$ the old functions and $\chi_j=\sum_i B_{ij}\varphi_i$ the new ones, with the $\varphi_i$ and $B$ differentiable at $t_0$ and $B(t_0)$ invertible. The state $\psi=\sum_i c_i\varphi_i$ has new coefficients $d=B^{-1}c$. With primes for derivatives and everything taken at $t_0$, the product rule gives

$$\chi_j'=\sum_i B_{ij}\varphi_i'+\sum_i B'_{ij}\varphi_i .$$

Multiply by $d_j$, sum over $j$ and use $Bd=c$:

$$\sum_j d_j\chi_j'=\sum_i c_i\varphi_i'+\sum_i (B'd)_i\,\varphi_i .$$

The Pulay term is the inner product of $\sum_i c_i\varphi_i'$ with the residual $(H-E)\psi$, where $H$ is the Hamiltonian and $E$ the energy. For any vector $r$ in place of the residual, and an inner product conjugate-linear in the first slot,

$$\Big\langle\sum_j d_j\chi_j',r\Big\rangle=\Big\langle\sum_i c_i\varphi_i',r\Big\rangle+\sum_i\overline{(B'd)_i}\,\langle\varphi_i,r\rangle .$$

If $r$ is orthogonal to every $\varphi_i$, the last sum vanishes.

**Q:** Show me that with a single function.

**A:** Then $\chi=b\varphi$ and $d=c/b$, and the Pulay term shifts by $\overline{c\,b'/b}\,\langle\varphi,r\rangle$. For a general vector $r$ this shift vanishes only if $\langle\varphi,r\rangle=0$ or $c\,b'=0$. For the residual $r=(H-E)\psi$ with $E$ the expectation value of $H$ in $\psi$, a single function already has $\langle\varphi,r\rangle=0$, so orthogonality is a real condition only when there are several functions.

**Q:** Does the Lean code use real derivatives, or just symbols called $\varphi_i'$?

**A:** Real derivatives. Each function is a curve `ℝ → V` in a complex inner product space, and `deriv` differentiates it. Since `deriv` returns zero where no derivative exists, the theorems about derivatives assume that the $\varphi_i$ and the entries of $B$ are differentiable at $t_0$. The index set `ι` is finite; linear independence is not required.

```lean
import Mathlib

open Matrix

namespace PulayBasisChange

noncomputable section

variable {ι V : Type*} [Fintype ι] [DecidableEq ι]
  [NormedAddCommGroup V] [InnerProductSpace ℂ V]
```

`expand` is the state, and `changeBasis` fixes the index convention: column $j$ of $B$ builds $\chi_j$.

```lean
/-- The state with coefficients `c` in the moving basis `f`, at parameter value `t`. -/
def expand (f : ι → ℝ → V) (c : ι → ℂ) (t : ℝ) : V := ∑ i, c i • f i t

/-- The new basis functions `χ_j(t) = ∑ i, B_ij(t) φ_i(t)`. -/
def changeBasis (B : ℝ → Matrix ι ι ℂ) (φ : ι → ℝ → V) (j : ι) (t : ℝ) : V :=
  ∑ i, B t i j • φ i t
```

`matrixVelocity` is $B'$. `pulayTerm` differentiates only the basis functions, holding the coefficients fixed.

```lean
/-- The entrywise derivative of the transformation matrix. -/
def matrixVelocity (B : ℝ → Matrix ι ι ℂ) (t₀ : ℝ) : Matrix ι ι ℂ :=
  Matrix.of fun i j => deriv (fun t => B t i j) t₀

/-- The Pulay term: the overlap of `∑ i, c_i f_i'` with a residual vector `r`. -/
def pulayTerm (f : ι → ℝ → V) (c : ι → ℂ) (r : V) (t₀ : ℝ) : ℂ :=
  inner ℂ (∑ i, c i • deriv (f i) t₀) r
```

`pulayGradient` is $2\,\mathrm{Re}\langle\sum_i c_i\varphi_i',(H-E)\psi\rangle$, written for Hermitian $H$ and normalised $\psi$; the invariance proof uses neither. For unnormalised $\psi$ divide by $\langle\psi,\psi\rangle$, which is the same in both bases.

```lean
/-- The Pulay part of the energy gradient, `2 Re ⟨∑ i, c_i f_i', (H - E) ψ⟩`,
where `ψ` is the state with coefficients `c` in the basis `f`. -/
def pulayGradient (H : V →ₗ[ℂ] V) (E : ℝ) (f : ι → ℝ → V) (c : ι → ℂ) (t₀ : ℝ) : ℝ :=
  2 * (pulayTerm f c (H (expand f c t₀) - (E : ℂ) • expand f c t₀) t₀).re
```

**Q:** How does the proof follow your calculation?

**A:** The first lemma is the resummation $\sum_j d_j\sum_i M_{ij}v_i=\sum_i(Md)_iv_i$, obtained by exchanging the two sums. It serves for both $B$ and $B'$.

```lean
omit [DecidableEq ι] in
/-- Coefficients `d` on the combinations `∑ i, M_ij v_i` amount to coefficients `M d`
on the vectors `v_i`. -/
theorem sum_smul_mulVec (M : Matrix ι ι ℂ) (v : ι → V) (d : ι → ℂ) :
    ∑ j, d j • ∑ i, M i j • v i = ∑ i, (M *ᵥ d) i • v i := by
  simp only [Matrix.mulVec, dotProduct, Finset.smul_sum, Finset.sum_smul, smul_smul]
  rw [Finset.sum_comm]
  exact Finset.sum_congr rfl fun i _ => Finset.sum_congr rfl fun j _ => by rw [mul_comm]
```

Next comes the product rule, on which everything turns. The coordinate $t$ is real, the entries of $B$ are complex and the functions are vectors. Mathlib's `HasDerivAt.smul` covers this mixture, because it lets the scalar factor take values in an algebra over the field of differentiation, here $\mathbb C$ over $\mathbb R$. `HasDerivAt.fun_sum` then adds the terms.

```lean
omit [DecidableEq ι] in
/-- Product rule: the derivative of a new basis function is a sum of two parts, one with the
derivatives of the old functions and one with the derivative of the transformation matrix. -/
theorem deriv_changeBasis {B : ℝ → Matrix ι ι ℂ} {φ : ι → ℝ → V} {t₀ : ℝ}
    (hφ : ∀ i, DifferentiableAt ℝ (φ i) t₀)
    (hB : ∀ i j, DifferentiableAt ℝ (fun t => B t i j) t₀) (j : ι) :
    deriv (changeBasis B φ j) t₀ =
      ∑ i, B t₀ i j • deriv (φ i) t₀ + ∑ i, matrixVelocity B t₀ i j • φ i t₀ := by
  have h : HasDerivAt (fun t => ∑ i, B t i j • φ i t)
      (∑ i, (B t₀ i j • deriv (φ i) t₀ + deriv (fun t => B t i j) t₀ • φ i t₀)) t₀ :=
    HasDerivAt.fun_sum fun i _ => (hB i j).hasDerivAt.smul (hφ i).hasDerivAt
  rw [Finset.sum_add_distrib] at h
  exact h.deriv
```

Combining the two gives the shift for arbitrary $r$ and $d$. `inner_smul_left` supplies the complex conjugate.

```lean
omit [DecidableEq ι] in
/-- For any vector `r`, the Pulay terms in the two bases differ by the overlaps of `r` with the old
basis functions, weighted by the conjugated entries of `B' d`, where `d` holds the new coefficients.
-/
theorem pulayTerm_changeBasis {B : ℝ → Matrix ι ι ℂ} {φ : ι → ℝ → V} {t₀ : ℝ}
    (hφ : ∀ i, DifferentiableAt ℝ (φ i) t₀)
    (hB : ∀ i j, DifferentiableAt ℝ (fun t => B t i j) t₀) (d : ι → ℂ) (r : V) :
    pulayTerm (changeBasis B φ) d r t₀ = pulayTerm φ (B t₀ *ᵥ d) r t₀ +
      ∑ i, starRingEnd ℂ ((matrixVelocity B t₀ *ᵥ d) i) * inner ℂ (φ i t₀) r := by
  have h : ∑ j, d j • deriv (changeBasis B φ j) t₀ =
      ∑ i, (B t₀ *ᵥ d) i • deriv (φ i) t₀ +
        ∑ i, (matrixVelocity B t₀ *ᵥ d) i • φ i t₀ := by
    rw [← sum_smul_mulVec (B t₀) (fun i => deriv (φ i) t₀) d,
      ← sum_smul_mulVec (matrixVelocity B t₀) (fun i => φ i t₀) d,
      ← Finset.sum_add_distrib]
    exact Finset.sum_congr rfl fun j _ => by rw [deriv_changeBasis hφ hB, smul_add]
  unfold pulayTerm
  rw [h, inner_add_left]
  congr 1
  simp only [sum_inner, inner_smul_left]
```

**Q:** And the invariance itself?

**A:** The hypothesis `hinv` says that $\det B(t_0)$ is invertible, so $B(B^{-1}c)=c$. The hypothesis `hr` is orthogonality, and `simp [hr]` removes the shift.

```lean
/-- **Basis-change invariance of the Pulay term.** If `r` is orthogonal to every basis
function at `t₀`, the Pulay term is the same in the old basis with coefficients `c` and in
the new basis with coefficients `B⁻¹ c`. -/
theorem pulayTerm_invariant {B : ℝ → Matrix ι ι ℂ} {φ : ι → ℝ → V} {t₀ : ℝ}
    (hφ : ∀ i, DifferentiableAt ℝ (φ i) t₀)
    (hB : ∀ i j, DifferentiableAt ℝ (fun t => B t i j) t₀)
    (hinv : IsUnit (B t₀).det) (c : ι → ℂ) {r : V}
    (hr : ∀ i, inner ℂ (φ i t₀) r = 0) :
    pulayTerm (changeBasis B φ) ((B t₀)⁻¹ *ᵥ c) r t₀ = pulayTerm φ c r t₀ := by
  rw [pulayTerm_changeBasis hφ hB, Matrix.mulVec_mulVec,
    Matrix.mul_nonsing_inv _ hinv, Matrix.one_mulVec]
  simp [hr]
```

**Q:** You test orthogonality in the old basis. Would someone working in the new one agree?

**A:** Yes. Each $\chi_j$ combines the $\varphi_i$, and conversely $\varphi_i=\sum_j(B^{-1})_{ji}\chi_j$. The proof gets the second relation by applying the resummation to the coefficients $B^{-1}e_i$, where $e_i$ is the $i$-th unit vector.

```lean
/-- If `B` is invertible at `t₀`, a vector is orthogonal to all new basis functions there exactly
when it is orthogonal to all old ones. -/
theorem orthogonal_changeBasis_iff {B : ℝ → Matrix ι ι ℂ} (φ : ι → ℝ → V) {t₀ : ℝ}
    (hinv : IsUnit (B t₀).det) (r : V) :
    (∀ j, inner ℂ (changeBasis B φ j t₀) r = 0) ↔ ∀ i, inner ℂ (φ i t₀) r = 0 := by
  constructor
  · intro h i
    -- recover the old function from the new ones with the inverse matrix
    have hi := sum_smul_mulVec (B t₀) (fun k => φ k t₀) ((B t₀)⁻¹ *ᵥ Pi.single i 1)
    rw [Matrix.mulVec_mulVec, Matrix.mul_nonsing_inv _ hinv, Matrix.one_mulVec] at hi
    have hs : ∑ k, (Pi.single i 1 : ι → ℂ) k • φ k t₀ = φ i t₀ := by
      simp [Pi.single_apply, ite_smul]
    rw [← hs, ← hi, sum_inner]
    refine Finset.sum_eq_zero fun j _ => ?_
    have hj : inner ℂ (∑ k, B t₀ k j • φ k t₀) r = 0 := h j
    rw [inner_smul_left, hj, mul_zero]
  · intro h j
    rw [changeBasis, sum_inner]
    exact Finset.sum_eq_zero fun i _ => by rw [inner_smul_left, h i, mul_zero]
```

**Q:** Is orthogonality more than you need?

**A:** For one particular change, it can be: a constant $B$ gives no shift for any $r$. For invariance under all differentiable invertible changes, with fixed $c\neq0$, it is necessary. Pick $k$ with $c_k\ne0$ and set $B=1+(t-t_0)K$, where the only nonzero entry of $K$ is $K_{ik}=1$. Then $B(t_0)=1$, $d=c$, and the shift is $\overline{c_k}\langle\varphi_i,r\rangle$. Invariance makes it zero, so $\langle\varphi_i,r\rangle=0$. Lean builds this $B$, computes its derivative and repeats the argument for each $i$.

```lean
/-- For a nonzero coefficient vector, the Pulay term is invariant under all differentiable
invertible basis changes if and only if `r` is orthogonal to every basis function. -/
theorem pulayTerm_invariant_iff {φ : ι → ℝ → V} {t₀ : ℝ}
    (hφ : ∀ i, DifferentiableAt ℝ (φ i) t₀) {c : ι → ℂ} (hc : c ≠ 0) (r : V) :
    (∀ B : ℝ → Matrix ι ι ℂ, (∀ i j, DifferentiableAt ℝ (fun t => B t i j) t₀) →
      IsUnit (B t₀).det →
      pulayTerm (changeBasis B φ) ((B t₀)⁻¹ *ᵥ c) r t₀ = pulayTerm φ c r t₀) ↔
    ∀ i, inner ℂ (φ i t₀) r = 0 := by
  refine ⟨fun h i => ?_, fun hr B hB hinv => pulayTerm_invariant hφ hB hinv c hr⟩
  obtain ⟨k, hk⟩ := Function.ne_iff.mp hc
  have hk' : c k ≠ 0 := hk
  -- test with a change that mixes function `i` into function `k` at unit rate
  let K : Matrix ι ι ℂ := Matrix.of fun a b => if a = i then (if b = k then 1 else 0) else 0
  obtain ⟨B, hB, hB0⟩ : ∃ B : ℝ → Matrix ι ι ℂ,
      (∀ a b, HasDerivAt (fun t => B t a b) (K a b) t₀) ∧ B t₀ = 1 := by
    refine ⟨fun t => Matrix.of fun a b =>
      (1 : Matrix ι ι ℂ) a b + ((t - t₀ : ℝ) : ℂ) * K a b, fun a b => ?_, ?_⟩
    · have h1 := ((((hasDerivAt_id' t₀).sub_const t₀).ofReal_comp).mul_const
        (K a b)).const_add ((1 : Matrix ι ι ℂ) a b)
      exact h1.congr_deriv (by rw [Complex.ofReal_one, one_mul])
    · ext a b
      simp
  have hd : ∀ a b, DifferentiableAt ℝ (fun t => B t a b) t₀ :=
    fun a b => (hB a b).differentiableAt
  have hV : matrixVelocity B t₀ = K := by
    ext a b
    exact (hB a b).deriv
  have hs : ∀ a, (K *ᵥ c) a = if a = i then c k else 0 := by
    intro a
    by_cases ha : a = i <;> simp [K, Matrix.mulVec, dotProduct, ha]
  have h2 := h B hd (by rw [hB0, Matrix.det_one]; exact isUnit_one)
  rw [pulayTerm_changeBasis hφ hd, hV, hB0, inv_one, Matrix.one_mulVec,
    Matrix.one_mulVec] at h2
  -- only the overlap with function `i` survives
  simpa [hs, hk', apply_ite (starRingEnd ℂ), ite_mul] using h2
```

**Q:** Where does the Schrödinger equation enter?

**A:** As the hypothesis $\langle\varphi_i,(H-E)\psi\rangle=0$, the Schrödinger equation projected onto the basis. It is what a converged linear variational calculation satisfies; here it is assumed. Under it, the Pulay part of the force in a finite moving basis is the same for raw and orthonormalised functions whenever the orthonormalising $B$ is invertible and differentiable at $t_0$, with $H$ a linear map defined on all of `V`. The proof first checks that both expansions give the same $\psi$, hence the same residual, and then applies the invariance theorem. The Hellmann–Feynman part, and the derivation of the full gradient formula, are not treated.

```lean
/-- Let the old basis functions and `B` be differentiable at `t₀`, with `B` invertible there. If `(H
- E) ψ` is orthogonal to the old basis at `t₀`, the Pulay part of the energy gradient is the same in
the old basis with coefficients `c` and in the new one with `B⁻¹ c`. -/
theorem pulayGradient_invariant (H : V →ₗ[ℂ] V) (E : ℝ)
    {B : ℝ → Matrix ι ι ℂ} {φ : ι → ℝ → V} {t₀ : ℝ}
    (hφ : ∀ i, DifferentiableAt ℝ (φ i) t₀)
    (hB : ∀ i j, DifferentiableAt ℝ (fun t => B t i j) t₀)
    (hinv : IsUnit (B t₀).det) (c : ι → ℂ)
    (hr : ∀ i, inner ℂ (φ i t₀) (H (expand φ c t₀) - (E : ℂ) • expand φ c t₀) = 0) :
    pulayGradient H E (changeBasis B φ) ((B t₀)⁻¹ *ᵥ c) t₀ = pulayGradient H E φ c t₀ := by
  -- both expansions describe the same state
  have hψ : expand (changeBasis B φ) ((B t₀)⁻¹ *ᵥ c) t₀ = expand φ c t₀ := by
    have h := sum_smul_mulVec (B t₀) (fun i => φ i t₀) ((B t₀)⁻¹ *ᵥ c)
    rw [Matrix.mulVec_mulVec, Matrix.mul_nonsing_inv _ hinv, Matrix.one_mulVec] at h
    exact h
  unfold pulayGradient
  rw [hψ, pulayTerm_invariant hφ hB hinv c hr]

end

end PulayBasisChange
```

```lean
#print axioms PulayBasisChange.orthogonal_changeBasis_iff
#print axioms PulayBasisChange.pulayTerm_invariant_iff
#print axioms PulayBasisChange.pulayGradient_invariant
```

```
'PulayBasisChange.orthogonal_changeBasis_iff' depends on axioms: [propext, Classical.choice, Quot.sound]
'PulayBasisChange.pulayTerm_invariant_iff' depends on axioms: [propext, Classical.choice, Quot.sound]
'PulayBasisChange.pulayGradient_invariant' depends on axioms: [propext, Classical.choice, Quot.sound]
```
